# The derivative of the exponential and Magnus' differential equation for nilpotent exponents

## If $U=\exp\int H$ is wrong, can the Bernoulli correction be machine-checked?

For a linear evolution $\dot U(t)=H(t)U(t)$, where $H$ is the Hamiltonian times $-i/\hbar$, I used to write $U=\exp\Omega$ with $\dot\Omega=H$. That fails in general once $H$ at different times does not commute, because $\frac{d}{dt}e^{\Omega}$ need not equal $\dot\Omega\,e^{\Omega}$. I was told that the exponent obeys instead
$$\dot\Omega=\sum_k \frac{B_k}{k!}\,\mathrm{ad}_\Omega^k(H)=H-\tfrac12[\Omega,H]+\tfrac1{12}[\Omega,[\Omega,H]]+\dots,$$
with $\mathrm{ad}_\Omega Y=[\Omega,Y]=\Omega Y-Y\Omega$ and $B_k$ the Bernoulli numbers. I would like to see every step of this, including the sign of $B_1$, and a version checked in Lean. I am content with nilpotent $\Omega$, where all series terminate and convergence plays no part.

## From the product rule to the Bernoulli series

Work in an associative algebra $A$ over $\mathbb Q$, with a linear map $\delta$, the time derivative, obeying $\delta(ab)=(\delta a)b+a\,\delta b$. From $\delta(1\cdot 1)=2\,\delta 1$ we get $\delta 1=0$, and induction with $X^{n+1}=X^nX$ gives, for $X\in A$ and $n\ge0$,
$$\delta(X^n)=\sum_{j<n}X^j\,(\delta X)\,X^{n-1-j}.$$

The next step moves all powers of $X$ to the right. Let $L_XY=XY$ and $R_XY=YX$ be left and right multiplication, and set $D=\mathrm{ad}_X=L_X-R_X$, $P=R_X$. These commute and $D+P=L_X$. Define $S_n=\sum_{j<n}(D+P)^jP^{n-1-j}$ and $T_n=\sum_{k<n}\binom{n}{k+1}D^kP^{n-1-k}$. Both are empty for $n=0$. Splitting off the last term gives $S_{n+1}=S_nP+(D+P)^n$. Since $\binom{n}{n+1}=0$, we may write $T_nP=\sum_{k\le n}\binom{n}{k+1}D^kP^{n-k}$, and the binomial theorem gives $(D+P)^n=\sum_{k\le n}\binom nk D^kP^{n-k}$. Pascal's rule $\binom{n}{k}+\binom{n}{k+1}=\binom{n+1}{k+1}$ adds these up to $T_{n+1}$, so $S_n=T_n$ for all $n$. Applied to an element $Y$,
$$\sum_{j<n}X^jYX^{n-1-j}=\sum_{k<n}\binom{n}{k+1}\,\mathrm{ad}_X^k(Y)\,X^{n-1-k}.$$
No division occurs, so this holds in any ring. For $n=2$ it reads $YX+XY=2YX+[X,Y]$.

Now let $X^M=0$ and $\mathrm{ad}_X^N=0$ for natural numbers $M,N$, so that $e^X=\sum_{m<M}X^m/m!$. The constant term has zero derivative, and $\binom{n+1}{k+1}/(n+1)!=1/\big((k+1)!\,(n-k)!\big)$, hence
$$\delta e^X=\sum_n\frac{\delta(X^{n+1})}{(n+1)!}=\sum_n\sum_{k\le n}\frac{\mathrm{ad}_X^k(\delta X)}{(k+1)!}\,\frac{X^{n-k}}{(n-k)!}.$$
The double sum is the Cauchy product of two terminating series, so
$$\delta e^X=\mathrm{dexp}_X(\delta X)\,e^X,\qquad \mathrm{dexp}_X=\sum_{k<N}\frac{\mathrm{ad}_X^k}{(k+1)!}.$$

It remains to invert $\mathrm{dexp}_X$. The Bernoulli numbers satisfy $\sum_{k\le n}\binom{n+1}{k}B_k=\delta_{n0}$, with $\delta_{n0}$ the Kronecker symbol. The case $n=0$ gives $B_0=1$, and $n=1$ gives $B_0+2B_1=0$, which fixes $B_1=-\tfrac12$. Dividing by $(n+1)!$,
$$\sum_{k\le n}\frac{B_k}{k!}\,\frac{1}{(n-k+1)!}=\delta_{n0}.$$
For $n<N$ this is the coefficient of $D^n$ in the product of $\beta_X=\sum_{k<N}B_kD^k/k!$ with $\mathrm{dexp}_X$, and for $n\ge N$ the power $D^n$ vanishes, so $\beta_X\,\mathrm{dexp}_X=1$. Both factors are polynomials in $D$ and commute, so $\mathrm{dexp}_X\,\beta_X=1$ as well.

Finally take $X=\Omega$ and $U=e^\Omega$. If $\delta U=HU$, then $\mathrm{dexp}_\Omega(\delta\Omega)\,U=HU$. Multiplying on the right by $e^{-\Omega}$ leaves $\mathrm{dexp}_\Omega(\delta\Omega)=H$, and applying $\beta_\Omega$ gives $\delta\Omega=\beta_\Omega(H)$. Conversely, $\delta\Omega=\beta_\Omega(H)$ gives $\mathrm{dexp}_\Omega(\delta\Omega)=H$ and so $\delta U=HU$.

## The Lean file

```lean
import Mathlib

open Finset

namespace MagnusDexp

noncomputable section

variable {A : Type*} [Ring A]

/-- The commutator map `ad_X Y = X Y - Y X` as a `K`-linear operator on the algebra. -/
def ad (K : Type*) [CommRing K] [Algebra K A] (X : A) : Module.End K A :=
  LinearMap.mulLeft K X - LinearMap.mulRight K X

/-- The operator `dexp_X = ∑ ad_X^k / (k+1)!`, summed over `k < N`. -/
def dexp [Algebra ℚ A] (N : ℕ) (X : A) : Module.End ℚ A :=
  ∑ k ∈ range N, ((k + 1).factorial : ℚ)⁻¹ • ad ℚ X ^ k

/-- The Bernoulli series `∑ B_k ad_X^k / k!` (with `B_1 = -1/2`), summed over `k < N`. -/
def dexpInv [Algebra ℚ A] (N : ℕ) (X : A) : Module.End ℚ A :=
  ∑ k ∈ range N, (bernoulli k / k.factorial : ℚ) • ad ℚ X ^ k

/-- A `ℚ`-linear map `δ` obeys the Leibniz product rule `δ (a * b) = δ a * b + a * δ b`. -/
def IsDerivation [Algebra ℚ A] (δ : A →ₗ[ℚ] A) : Prop :=
  ∀ a b, δ (a * b) = δ a * b + a * δ b

/-- The product of two terminating series equals their Cauchy product summed to any
sufficiently high order. -/
theorem cauchy_truncated (a b : ℕ → A) {N M L : ℕ} (ha : ∀ k, N ≤ k → a k = 0)
    (hb : ∀ k, M ≤ k → b k = 0) (hL : N + M ≤ L) :
    ∑ n ∈ range L, ∑ k ∈ range (n + 1), a k * b (n - k)
      = (∑ k ∈ range N, a k) * ∑ m ∈ range M, b m := by
  have tr : ∀ (c : ℕ → A) (P Q : ℕ), (∀ k, P ≤ k → c k = 0) → P ≤ Q →
      ∑ k ∈ range Q, c k = ∑ k ∈ range P, c k := by
    intro c P Q hc hPQ
    symm
    refine sum_subset (fun x hx => mem_range.2 (lt_of_lt_of_le (mem_range.1 hx) hPQ)) ?_
    intro x _ hx
    exact hc x (by simpa using hx)
  rw [sum_range_diag_flip L (fun k m => a k * b m), ← tr a N L ha (by omega), sum_mul]
  refine sum_congr rfl fun k _ => ?_
  rw [← mul_sum]
  by_cases hk : N ≤ k
  · simp [ha k hk]
  · rw [tr b M (L - k) hb (by omega)]

/-- For commuting `D`, `P`: `∑_{j<n} (D+P)^j P^(n-1-j) = ∑_{k<n} C(n,k+1) D^k P^(n-1-k)`. -/
theorem sum_add_pow_mul_pow {D P : A} (h : Commute D P) (n : ℕ) :
    ∑ j ∈ range n, (D + P) ^ j * P ^ (n - 1 - j)
      = ∑ k ∈ range n, n.choose (k + 1) • (D ^ k * P ^ (n - 1 - k)) := by
  induction n with
  | zero => simp
  | succ n ih =>
    have e : ∀ j ∈ range n, P ^ (n + 1 - 1 - j) = P ^ (n - 1 - j) * P := by
      intro j hj
      have := mem_range.1 hj
      rw [show n + 1 - 1 - j = n - 1 - j + 1 by omega, pow_succ]
    have h1 : ∑ j ∈ range (n + 1), (D + P) ^ j * P ^ (n + 1 - 1 - j)
        = (∑ j ∈ range n, (D + P) ^ j * P ^ (n - 1 - j)) * P + (D + P) ^ n := by
      rw [sum_range_succ, sum_mul]
      congr 1
      · exact sum_congr rfl fun j hj => by rw [e j hj, mul_assoc]
      · simp
    have h0 : n.choose (n + 1) = 0 := Nat.choose_succ_self n
    have h2 : ∑ k ∈ range (n + 1), n.choose (k + 1) • (D ^ k * P ^ (n + 1 - 1 - k))
        = (∑ k ∈ range n, n.choose (k + 1) • (D ^ k * P ^ (n - 1 - k))) * P := by
      rw [sum_range_succ, sum_mul, h0, zero_smul, add_zero]
      exact sum_congr rfl fun j hj => by rw [e j hj, smul_mul_assoc, mul_assoc]
    -- binomial theorem for the new term, then Pascal's rule
    rw [h1, ih, ← h2, h.add_pow, ← sum_add_distrib]
    refine sum_congr rfl fun k _ => ?_
    rw [Nat.choose_succ_succ' n k, add_smul, Nat.add_sub_cancel, nsmul_eq_mul' _ (n.choose k)]
    exact add_comm _ _

/-- In any `K`-algebra (any ring for `K = ℤ`),
`∑_{j<n} X^j Y X^(n-1-j) = ∑_{k<n} C(n,k+1) ad_X^k(Y) X^(n-1-k)`. -/
theorem sum_pow_mul_pow_eq (K : Type*) [CommRing K] [Algebra K A] (X Y : A) (n : ℕ) :
    ∑ j ∈ range n, X ^ j * Y * X ^ (n - 1 - j)
      = ∑ k ∈ range n, n.choose (k + 1) • ((ad K X ^ k) Y * X ^ (n - 1 - k)) := by
  -- left multiplication is ad plus right multiplication, and these two commute
  have hc : Commute (ad K X) (LinearMap.mulRight K X) := by
    show ad K X * LinearMap.mulRight K X = LinearMap.mulRight K X * ad K X
    refine LinearMap.ext fun Z => ?_
    show X * (Z * X) - Z * X * X = (X * Z - Z * X) * X
    noncomm_ring
  have hL : ad K X + LinearMap.mulRight K X = LinearMap.mulLeft K X := by simp [ad]
  have hp : ∀ k m : ℕ, ad K X ^ k * LinearMap.mulRight K X ^ m
      = LinearMap.mulRight K X ^ m * ad K X ^ k := fun k m => (hc.pow_pow k m).eq
  have h := sum_add_pow_mul_pow hc n
  simp only [hL, hp] at h
  simpa only [LinearMap.sum_apply, LinearMap.smul_apply, Module.End.mul_apply,
    LinearMap.pow_mulLeft, LinearMap.pow_mulRight, LinearMap.mulLeft_apply,
    LinearMap.mulRight_apply, mul_assoc] using LinearMap.congr_fun h Y

/-- The convolution `∑_{k≤n} B_k / (k! (n-k+1)!)` is `1` for `n = 0` and `0` otherwise. -/
theorem bernoulli_conv (n : ℕ) :
    ∑ k ∈ range (n + 1), (bernoulli k / k.factorial : ℚ) * ((n - k + 1).factorial : ℚ)⁻¹
      = if n = 0 then 1 else 0 := by
  have hf : ∀ m : ℕ, (m.factorial : ℚ) ≠ 0 := fun m =>
    Nat.cast_ne_zero.2 (Nat.factorial_ne_zero m)
  have key : ∀ b x y z : ℚ, x ≠ 0 → y ≠ 0 → z ≠ 0 → b / x * y⁻¹ = z / (x * y) * b / z := by
    intro b x y z hx hy hz
    field_simp
  have h : ∑ k ∈ range (n + 1), (bernoulli k / k.factorial : ℚ) * ((n - k + 1).factorial : ℚ)⁻¹
      = (∑ k ∈ range (n + 1), ((n + 1).choose k : ℚ) * bernoulli k) / (n + 1).factorial := by
    rw [sum_div]
    refine sum_congr rfl fun k hk => ?_
    have hk' := mem_range.1 hk
    rw [Nat.cast_choose ℚ hk'.le, show n + 1 - k = n - k + 1 by omega]
    exact key _ _ _ _ (hf _) (hf _) (hf _)
  rw [h, _root_.sum_bernoulli]
  rcases n with _ | n <;> simp

variable [Algebra ℚ A]

/-- If `ad_X^N = 0`, the Bernoulli series is the two-sided inverse of `dexp_X`. -/
theorem dexpInv_inverse {N : ℕ} {X : A} (h : ad ℚ X ^ N = 0) :
    dexpInv N X * dexp N X = 1 ∧ dexp N X * dexpInv N X = 1 := by
  unfold dexp dexpInv
  generalize ad ℚ X = D at h ⊢
  have hz : ∀ (c : ℚ) (k : ℕ), N ≤ k → c • D ^ k = 0 := fun c k hk => by
    rw [pow_eq_zero_of_le hk h, smul_zero]
  have hc := cauchy_truncated (fun k => (bernoulli k / k.factorial : ℚ) • D ^ k)
    (fun k => ((k + 1).factorial : ℚ)⁻¹ • D ^ k) (N := N) (M := N) (L := N + N + 1)
    (fun k hk => hz _ k hk) (fun k hk => hz _ k hk) (by omega)
  -- the coefficient of D^n in the product
  have hn : ∀ n : ℕ, ∑ k ∈ range (n + 1), ((bernoulli k / k.factorial : ℚ) • D ^ k) *
      (((n - k + 1).factorial : ℚ)⁻¹ • D ^ (n - k)) = (if n = 0 then 1 else 0 : ℚ) • D ^ n := by
    intro n
    rw [← bernoulli_conv n, sum_smul]
    refine sum_congr rfl fun k hk => ?_
    have := mem_range.1 hk
    rw [smul_mul_assoc, mul_smul_comm, smul_smul, ← pow_add, show k + (n - k) = n by omega]
  have h1 : (∑ k ∈ range N, (bernoulli k / k.factorial : ℚ) • D ^ k) *
      ∑ k ∈ range N, ((k + 1).factorial : ℚ)⁻¹ • D ^ k = 1 := by
    refine hc.symm.trans ((sum_congr rfl fun n _ => hn n).trans ?_)
    rw [sum_range_succ']
    simp
  have hcomm : Commute (∑ k ∈ range N, (bernoulli k / k.factorial : ℚ) • D ^ k)
      (∑ k ∈ range N, ((k + 1).factorial : ℚ)⁻¹ • D ^ k) :=
    Commute.sum_left _ _ _ fun i _ => Commute.sum_right _ _ _ fun j _ =>
      ((Commute.pow_pow_self D i j).smul_left _).smul_right _
  exact ⟨h1, hcomm.eq.symm.trans h1⟩

/-- The derivative of a power: `δ(X^n) = ∑_{j<n} X^j (δX) X^(n-1-j)`. -/
theorem deriv_pow {δ : A →ₗ[ℚ] A} (hδ : IsDerivation δ) (X : A) (n : ℕ) :
    δ (X ^ n) = ∑ j ∈ range n, X ^ j * δ X * X ^ (n - 1 - j) := by
  induction n with
  | zero => simpa using hδ 1 1
  | succ n ih =>
    rw [pow_succ X n, hδ (X ^ n) X, ih, sum_range_succ, sum_mul]
    congr 1
    · refine sum_congr rfl fun j hj => ?_
      have := mem_range.1 hj
      rw [show n + 1 - 1 - j = n - 1 - j + 1 by omega, pow_succ, mul_assoc (X ^ j * δ X)]
    · simp

/-- For nilpotent `X` with `ad_X^N = 0`: `δ(exp X) = dexp_X(δX) exp X`. -/
theorem deriv_exp {δ : A →ₗ[ℚ] A} (hδ : IsDerivation δ) {N : ℕ} {X : A}
    (hX : IsNilpotent X) (h : ad ℚ X ^ N = 0) :
    δ (IsNilpotent.exp X) = dexp N X (δ X) * IsNilpotent.exp X := by
  obtain ⟨M, hM⟩ := hX
  have hc := cauchy_truncated (fun k => ((k + 1).factorial : ℚ)⁻¹ • (ad ℚ X ^ k) (δ X))
    (fun m => (m.factorial : ℚ)⁻¹ • X ^ m) (N := N) (M := M) (L := N + M)
    (fun k hk => by simp [pow_eq_zero_of_le hk h])
    (fun k hk => by simp [pow_eq_zero_of_le hk hM]) le_rfl
  have hL : X ^ (N + M + 1) = 0 := pow_eq_zero_of_le (by omega) hM
  have h1 : δ 1 = 0 := by simpa using deriv_pow hδ X 0
  calc δ (IsNilpotent.exp X)
      = ∑ n ∈ range (N + M), ((n + 1).factorial : ℚ)⁻¹ • δ (X ^ (n + 1)) := by
        rw [IsNilpotent.exp_eq_sum hL, map_sum, sum_range_succ']
        simp [h1]
    _ = ∑ n ∈ range (N + M), ∑ k ∈ range (n + 1),
          (((k + 1).factorial : ℚ)⁻¹ • (ad ℚ X ^ k) (δ X)) *
            (((n - k).factorial : ℚ)⁻¹ • X ^ (n - k)) := by
        refine sum_congr rfl fun n _ => ?_
        rw [deriv_pow hδ, sum_pow_mul_pow_eq ℚ, smul_sum]
        refine sum_congr rfl fun k hk => ?_
        have := mem_range.1 hk
        have hf : ((n + 1).factorial : ℚ) ≠ 0 := Nat.cast_ne_zero.2 (Nat.factorial_ne_zero _)
        -- C(n+1,k+1)/(n+1)! = 1/((k+1)! (n-k)!)
        rw [← Nat.cast_smul_eq_nsmul ℚ ((n + 1).choose (k + 1)), smul_smul, smul_mul_assoc,
          mul_smul_comm, smul_smul, Nat.add_sub_cancel,
          Nat.cast_choose ℚ (show k + 1 ≤ n + 1 by omega), show n + 1 - (k + 1) = n - k by omega,
          div_eq_mul_inv, mul_inv, inv_mul_cancel_left₀ hf]
    _ = _ := hc.trans (by
        rw [IsNilpotent.exp_eq_sum hM]
        simp only [dexp, LinearMap.sum_apply, LinearMap.smul_apply])

/-- Magnus' equation: for nilpotent `Ω` with `ad_Ω^N = 0`, the propagator `U = exp Ω` obeys
`δU = H U` if and only if `δΩ = ∑ B_k ad_Ω^k(H) / k!`. -/
theorem magnus_equation {δ : A →ₗ[ℚ] A} (hδ : IsDerivation δ) {N : ℕ} {Ω : A}
    (hΩ : IsNilpotent Ω) (h : ad ℚ Ω ^ N = 0) (H : A) :
    δ (IsNilpotent.exp Ω) = H * IsNilpotent.exp Ω ↔ δ Ω = dexpInv N Ω H := by
  obtain ⟨h1, h2⟩ := dexpInv_inverse h
  rw [deriv_exp hδ hΩ h]
  constructor
  · intro e
    -- cancel the invertible propagator
    have e' : dexp N Ω (δ Ω) = H := by
      simpa only [mul_assoc, IsNilpotent.exp_mul_exp_neg_self hΩ, mul_one] using
        congrArg (· * IsNilpotent.exp (-Ω)) e
    rw [← e']
    exact (LinearMap.congr_fun h1 (δ Ω)).symm
  · intro e
    rw [e]
    exact congrArg (· * IsNilpotent.exp Ω) (LinearMap.congr_fun h2 H)

/-- The two-level raising matrix. -/
def raise : Matrix (Fin 2) (Fin 2) ℚ := !![0, 1; 0, 0]

/-- The two-level lowering matrix. -/
def lower : Matrix (Fin 2) (Fin 2) ℚ := !![0, 0; 1, 0]

/-- With `δ = ad_lower` and `Ω = raise`, `δ` is a derivation, `Ω` is nilpotent, `ad_Ω^3 = 0`,
and `Ω` does not commute with `δΩ`. -/
theorem magnus_witness : IsDerivation (ad ℚ lower) ∧ IsNilpotent raise ∧
    ad ℚ raise ^ 3 = 0 ∧ ad ℚ raise (ad ℚ lower raise) ≠ 0 := by
  have had : ∀ X Y : Matrix (Fin 2) (Fin 2) ℚ, ad ℚ X Y = X * Y - Y * X := fun _ _ => rfl
  have hr : raise * raise = 0 := by
    ext i j
    fin_cases i <;> fin_cases j <;> simp [raise, Matrix.mul_apply, Fin.sum_univ_two]
  refine ⟨fun a b => ?_, ⟨2, by rw [pow_two, hr]⟩, LinearMap.ext fun Y => ?_, fun h => ?_⟩
  · simp only [had]
    noncomm_ring
  · have : (ad ℚ raise ^ 3) Y
        = raise * raise * (raise * Y - (Y * raise + Y * raise + Y * raise))
          + (raise * Y + raise * Y + raise * Y - Y * raise) * (raise * raise) := by
      simp only [pow_succ, pow_zero, one_mul, Module.End.mul_apply, had]
      noncomm_ring
    rw [this, hr]
    simp
  · have := congrFun (congrFun h 0) 1
    norm_num [had, raise, lower, Matrix.mul_apply, Fin.sum_univ_two] at this

end

end MagnusDexp
```

```lean
#print axioms MagnusDexp.magnus_equation
-- 'MagnusDexp.magnus_equation' depends on axioms: [propext, Classical.choice, Quot.sound]
```

## Operators, time derivative and the nilpotency hypotheses

`A` is a ring, read as the algebra of time-dependent operators. It is arbitrary in `cauchy_truncated` and `sum_add_pow_mul_pow`, a `K`-algebra in `ad` and `sum_pow_mul_pow_eq`, and a $\mathbb Q$-algebra in `dexp`, `dexpInv`, `IsDerivation` and the theorems about them. `ad K X` is $L_X-R_X$ as an element of `Module.End K A`, so `ad K X ^ k` is the $k$-fold nested commutator. The sums over `range N` run over $k=0,\dots,N-1$, as above. `dexp N X` is $\mathrm{dexp}_X$ and `dexpInv N X` is $\beta_X$, with Mathlib's `bernoulli`, the convention $B_1=-\tfrac12$. `IsDerivation δ` keeps exactly two properties of $d/dt$: linearity over $\mathbb Q$, which lets it pass through the factorials, and the product rule.

`sum_pow_mul_pow_eq` is the reordering identity for every $X$, $Y$, $n$ and every commutative ring `K` of scalars; taking $K=\mathbb Z$ covers all rings, and no nilpotency is assumed. The truncated subtraction in `n - 1 - j` does no harm, since $j<n$ in every term. `dexpInv_inverse` assumes only `ad ℚ X ^ N = 0`, not nilpotency of $X$, and gives both orders of the product. `deriv_exp` adds `IsNilpotent X`, which is the condition under which `IsNilpotent.exp X` is the exponential series. `magnus_equation` states, for every `H : A`, that $\delta e^\Omega=He^\Omega$ holds if and only if `δ Ω = dexpInv N Ω H`.

The conventions are that $H$ multiplies $U$ from the left and absorbs the factor $-i/\hbar$. There is no adjoint in the setting, so neither Hermiticity nor unitarity enters. The hypothesis $\mathrm{ad}_\Omega^N=0$ says that nested commutators with $\Omega$ die out at depth $N$, which makes the truncated sums equal to the full series. It excludes no nilpotent $\Omega$: if $\Omega^M=0$ with $M\ge1$, then $\mathrm{ad}_\Omega^{2M-1}=0$, because every term in the binomial expansion of $(L_\Omega-R_\Omega)^{2M-1}$ contains at least $M$ factors $L_\Omega$ or at least $M$ factors $R_\Omega$. The file assumes the hypothesis instead of deriving it, which leaves $N$ free to be any admissible depth. For $N=0$ it says that the identity operator vanishes, so $A$ is the zero ring.

Nilpotency is a real restriction. An anti-Hermitian matrix that is nilpotent is zero, so the exponent of a nontrivial unitary propagator at finite time is not covered directly. Physically the hypothesis stands for perturbation theory cut at finite order: one takes matrices whose entries are polynomials in a coupling $\varepsilon$ with smooth functions of $t$ as coefficients, sets $\varepsilon^M=0$, and lets $\Omega$ start at order $\varepsilon$. For $H$ proportional to $\varepsilon$, solving this differential equation order by order from $\Omega(0)=0$ gives the Magnus expansion, and the theorem secures the equation in that terminating, finite-order sense only. The iterated integrals $\Omega_1=\int H\,dt,\dots$ that make up the Magnus expansion proper, the initial condition $\Omega(0)=0$, existence of a solution $\Omega$ for given $H$, and convergence for non-nilpotent $\Omega$ are not treated.

`magnus_witness` shows a non-commuting instance in $2\times2$ rational matrices, with rows and columns numbered $0,1$ and $E_{ij}$ the matrix with a single $1$ at position $(i,j)$. It takes $\Omega=E_{01}$ (`raise`) and $\delta=[E_{10},\,\cdot\,]$ with $E_{10}$ being `lower`, an inner (commutator) derivation and not a derivative of functions of $t$. The example is purely algebraic and not physically admissible: $E_{10}$ is neither Hermitian nor anti-Hermitian, $e^\Omega=1+E_{01}$ is not unitary, and the generator $H$ found below is not anti-Hermitian. The theorem states that $\delta$ is a derivation, $\Omega$ is nilpotent, $\mathrm{ad}_\Omega^3=0$ and $[\Omega,\delta\Omega]\neq0$. Multiplying out, $\delta\Omega=E_{11}-E_{00}$ and $[\Omega,\delta\Omega]=2\Omega$, so the generator is $H=\delta\Omega+\Omega$, which differs from the naive $\delta\Omega$, and $H-\tfrac12[\Omega,H]$ returns $\delta\Omega$. This explicit $H$ and the $\varepsilon$-truncated algebra above are illustrations that the file neither computes nor constructs.

## How the lemmas follow the algebra

`cauchy_truncated` justifies each regrouping of a double sum. For sequences vanishing from `N` and `M` on, and any cut-off `L` with `N + M ≤ L`, `sum_range_diag_flip` turns the triangular sum into an outer sum over $k<L$ and an inner sum over $m<L-k$. The helper `tr` discards vanishing tails: either $a_k=0$, or $k<N$ and then $L-k\ge M$, so the inner sum is complete.

`sum_add_pow_mul_pow` is $S_n=T_n$. There `h1` is $S_{n+1}=S_nP+(D+P)^n$, `h2` is the rewriting of $T_nP$ using `h0`, `h.add_pow` is the binomial theorem for commuting elements, and `Nat.choose_succ_succ'` is Pascal's rule. `sum_pow_mul_pow_eq` uses this lemma in the ring of operators on $A$. `hc` proves that $D$ and $P$ commute by expanding both products on an element `Z`, `hL` is $D+P=L_X$, and `hp` reorders $D^kP^m$ into $P^mD^k$, so that evaluation at `Y` through `LinearMap.congr_fun h Y` yields $\mathrm{ad}_X^k(Y)X^m$.

`bernoulli_conv` writes each term as $\binom{n+1}{k}B_k/(n+1)!$ and invokes the recursion `_root_.sum_bernoulli`. In `dexpInv_inverse`, `generalize` replaces $\mathrm{ad}_X$ by an abstract operator `D` with $D^N=0$. The Cauchy lemma is used with `L := N + N + 1`, which ensures that the term $n=0$ is present. Then `hn` collects the coefficient of $D^n$, `h1` keeps only $n=0$, and `hcomm` supplies the other order.

`deriv_pow` is the induction for $\delta(X^n)$, whose base case is the product rule at $1\cdot1$. `deriv_exp` is a three-step `calc` matching the derivation: it writes the exponential with $N+M+1$ terms and drops the constant by `h1`; it applies `deriv_pow`, `sum_pow_mul_pow_eq` and the factorial identity term by term; and it refactors the double sum by `hc`. `magnus_equation` rewrites the left side with `deriv_exp`, cancels $U$ by `IsNilpotent.exp_mul_exp_neg_self`, and uses the left inverse `h1` forwards and the right inverse `h2` backwards. In `magnus_witness`, $\mathrm{ad}_\Omega^3Y=\Omega^3Y-3\Omega^2Y\Omega+3\Omega Y\Omega^2-Y\Omega^3$ is grouped so that every term carries the factor `raise * raise`, which vanishes by `hr`, and the non-vanishing commutator is read off from its entry $(0,1)$.
